# The t-J exchange operator on two distinct sites equals $-\tfrac12 b^\dagger b$, with $b$ the unnormalised singlet pair operator

Fermion operators can be taken as matrices on a chosen Fock space, or as elements of an algebra about which only the anticommutation relations are known. The operator identity below uses the second description, so it depends on no basis or mode ordering. Energies are evaluated here on state vectors, with finite complex matrices as the operators.

Let $c_{is}$ annihilate an electron on site $i$ with spin $s$, where $s=0$ is up and $s=1$ is down. Write $B_i^{st}=c_{is}^\dagger c_{it}$ for the on-site bilinears, $n_i=B_i^{00}+B_i^{11}$ for the density, and $\mathbf S_i$ for the electron spin in units of $\hbar$. With $b=c_{i0}c_{j1}-c_{i1}c_{j0}$, the claim is

$$\mathbf S_i\cdot\mathbf S_j-\tfrac14 n_in_j=-\tfrac12\,b^\dagger b\qquad(i\neq j).$$

No projection is applied, so doubly occupied sites are included.

## From spin flips to singlet pairs

The spin components are $S_i^x=\tfrac12(B_i^{01}+B_i^{10})$, $S_i^y=\tfrac{\mathrm i}{2}(B_i^{10}-B_i^{01})$ and $S_i^z=\tfrac12(B_i^{00}-B_i^{11})$. In $S_i^xS_j^x+S_i^yS_j^y$ the products that flip both spins the same way cancel, which leaves

$$\mathbf S_i\cdot\mathbf S_j=\tfrac12\left(B_i^{01}B_j^{10}+B_i^{10}B_j^{01}\right)+S_i^zS_j^z.$$

Next, move the creator on site $j$ to the right past two operators on site $i$:

$$c_{jt}^\dagger c_{is}^\dagger c_{is'}c_{jt'}=-c_{is}^\dagger c_{jt}^\dagger c_{is'}c_{jt'}=B_i^{ss'}B_j^{tt'}.$$

The second exchange leaves no extra term because $i\neq j$. Since $b^\dagger=c_{j1}^\dagger c_{i0}^\dagger-c_{j0}^\dagger c_{i1}^\dagger$, applying this to the four terms of $b^\dagger b$ gives

$$b^\dagger b=B_i^{00}B_j^{11}+B_i^{11}B_j^{00}-B_i^{01}B_j^{10}-B_i^{10}B_j^{01}.$$

On the other side, expanding the products gives

$$S_i^zS_j^z-\tfrac14n_in_j=-\tfrac12\left(B_i^{00}B_j^{11}+B_i^{11}B_j^{00}\right).$$

Adding the spin flips produces $-\tfrac12b^\dagger b$.

The operator $b$ is unnormalised: $b^\dagger b=2$ on the two-electron singlet with one electron on each site, so the exchange value there is $-1$. In terms of the normalised pair operator $b/\sqrt2$, the prefactor $-\tfrac12$ becomes $-1$.

## The sign of the exchange energy

Let $J_{ij}$ be the exchange coupling of a bond. A positive value is antiferromagnetic, as produced by virtual hopping under strong on-site repulsion. The exchange Hamiltonian is $H_J=\sum_{(i,j)}J_{ij}\left(\mathbf S_i\cdot\mathbf S_j-\tfrac14n_in_j\right)$, summed over a finite set of bonds between distinct sites. With $b_{ij}$ the operator $b$ of the bond $(i,j)$,

$$\langle\psi|H_J|\psi\rangle=-\sum_{(i,j)}\frac{J_{ij}}2\,\lVert b_{ij}\psi\rVert^2 .$$

For $J_{ij}\ge0$ this is never positive. If all couplings are positive, it vanishes exactly when every $b_{ij}$ annihilates $\psi$. In the t-J model of correlated electrons, the exchange term thus lowers the energy only through singlet pairs on bonds; the hopping term, and with it the ground state, is not treated here.

## Matrix elements in a diagonalisation code

With modes ordered site by site, a bond of two singly occupied sites with antiparallel spins contributes $-J/2$ on the diagonal and $+J/2$ for the spin-exchanged configuration. Parallel spins contribute zero. For $J\ge0$, an eigenvalue of the assembled exchange matrix that is positive beyond rounding therefore signals an error, such as a missing density term.

## Fermions and spins as algebra elements

In Lean 4 with Mathlib:

```lean
import Mathlib

open Matrix
open scoped ComplexOrder

namespace SingletPairExchange

noncomputable section
```

`CanonicalFermions` holds the physical hypothesis, with `star` as the adjoint. The relation between two creators follows by taking adjoints.

```lean
/-- Canonical anticommutation relations for a family of annihilation operators `c`,
with `star` as the adjoint. -/
structure CanonicalFermions {M A : Type*} [DecidableEq M] [Ring A] [StarRing A]
    (c : M → A) : Prop where
  anti : ∀ p q, c p * c q + c q * c p = 0
  mixed : ∀ p q, c p * star (c q) + star (c q) * c p = if p = q then 1 else 0
```

A mode is a pair in `L × Fin 2`, site first, and `bilinear c i s t` is $B_i^{st}$.

```lean
section Algebra

variable {L A : Type*} [Ring A] [StarRing A]

/-- The on-site bilinear `c†_{is} c_{it}`; spin `0` is up and spin `1` is down. -/
def bilinear (c : L × Fin 2 → A) (i : L) (s t : Fin 2) : A :=
  star (c (i, s)) * c (i, t)
```

The density sums over both spins and can take the value 2.

```lean
/-- The electron number `n_i` of a site, summed over both spins. -/
def density (c : L × Fin 2 → A) (i : L) : A :=
  bilinear c i 0 0 + bilinear c i 1 1
```

The pair operator carries no factor $1/\sqrt2$.

```lean
/-- The singlet pair operator `b = c_{i↑} c_{j↓} - c_{i↓} c_{j↑}`. -/
def singletPair (c : L × Fin 2 → A) (i j : L) : A :=
  c (i, 0) * c (j, 1) - c (i, 1) * c (j, 0)
```

Complex scalars enter with the spin components.

```lean
variable [Algebra ℂ A]

/-- The `x` component of the electron spin on a site. -/
def spinX (c : L × Fin 2 → A) (i : L) : A :=
  (1 / 2 : ℂ) • (bilinear c i 0 1 + bilinear c i 1 0)

/-- The `y` component of the electron spin on a site. -/
def spinY (c : L × Fin 2 → A) (i : L) : A :=
  (Complex.I / 2) • (bilinear c i 1 0 - bilinear c i 0 1)

/-- The `z` component of the electron spin on a site. -/
def spinZ (c : L × Fin 2 → A) (i : L) : A :=
  (1 / 2 : ℂ) • (bilinear c i 0 0 - bilinear c i 1 1)
```

The scalar product and the exchange operator of one bond follow.

```lean
/-- The scalar product `S_i · S_j` of two site spins. -/
def spinDot (c : L × Fin 2 → A) (i j : L) : A :=
  spinX c i * spinX c j + spinY c i * spinY c j + spinZ c i * spinZ c j

/-- The exchange operator of one bond, `S_i · S_j - n_i n_j / 4`. -/
def exchange (c : L × Fin 2 → A) (i j : L) : A :=
  spinDot c i j - (1 / 4 : ℂ) • (density c i * density c j)
```

## The operator identity

The first lemma is the spin-flip form of $\mathbf S_i\cdot\mathbf S_j$. It needs no anticommutation relations: the products are expanded and `module` collects the coefficients.

```lean
/-- The transverse part of `S_i · S_j` is half the sum of the two opposite spin flips. -/
theorem spinDot_eq_flips (c : L × Fin 2 → A) (i j : L) :
    spinDot c i j = (1 / 2 : ℂ) • (bilinear c i 0 1 * bilinear c j 1 0
      + bilinear c i 1 0 * bilinear c j 0 1) + spinZ c i * spinZ c j := by
  have hI : Complex.I / 2 * (Complex.I / 2) = -(1 / 4 : ℂ) := by
    linear_combination (1 / 4 : ℂ) * Complex.I_mul_I
  -- merge the scalars first, then expand the products
  simp only [spinDot, spinX, spinY, smul_mul_assoc, mul_smul_comm, smul_smul, hI]
  simp only [mul_add, add_mul, mul_sub, sub_mul]
  module
```

`pair_reorder` is the step with two cancelling signs. Here `h1` is the adjoint of the relation between annihilators, and `h2` is the mixed relation, whose right-hand side is zero by `hij`. The `calc` block writes the difference of the two sides through these vanishing anticommutators.

```lean
variable [DecidableEq L]

omit [Algebra ℂ A] in
/-- For canonical fermions on distinct sites, `c†_{jt} c†_{is} c_{is'} c_{jt'}` equals the product
of on-site bilinears `(c†_{is} c_{is'}) (c†_{jt} c_{jt'})`, without a sign. -/
theorem pair_reorder {c : L × Fin 2 → A} (hc : CanonicalFermions c) {i j : L}
    (hij : i ≠ j) (s s' t t' : Fin 2) :
    star (c (j, t)) * star (c (i, s)) * (c (i, s') * c (j, t'))
      = bilinear c i s s' * bilinear c j t t' := by
  have h1 := congrArg star (hc.anti (i, s) (j, t))
  simp only [star_add, star_mul, star_zero] at h1
  have h2 := hc.mixed (i, s') (j, t)
  rw [if_neg (by simp [hij])] at h2
  unfold bilinear
  -- the creator on site j passes two operators of site i, and the signs cancel
  calc _ = (star (c (j, t)) * star (c (i, s)) + star (c (i, s)) * star (c (j, t)))
          * (c (i, s') * c (j, t'))
        - star (c (i, s)) * (c (i, s') * star (c (j, t)) + star (c (j, t)) * c (i, s'))
          * c (j, t')
        + star (c (i, s)) * c (i, s') * (star (c (j, t)) * c (j, t')) := by noncomm_ring
    _ = _ := by rw [h1, h2, zero_mul, mul_zero, zero_mul, sub_zero, zero_add]
```

Applied to each of the four terms, it gives the expansion of $b^\dagger b$.

```lean
omit [Algebra ℂ A] in
/-- For canonical fermions on distinct sites, `b† b` counts antiparallel occupations and subtracts
the two opposite spin flips. -/
theorem star_singletPair_mul {c : L × Fin 2 → A} (hc : CanonicalFermions c) {i j : L}
    (hij : i ≠ j) :
    star (singletPair c i j) * singletPair c i j
      = bilinear c i 0 0 * bilinear c j 1 1 + bilinear c i 1 1 * bilinear c j 0 0
        - bilinear c i 0 1 * bilinear c j 1 0 - bilinear c i 1 0 * bilinear c j 0 1 := by
  simp only [singletPair, star_sub, star_mul, sub_mul, mul_sub, pair_reorder hc hij]
  abel
```

The main identity compares the two expansions.

```lean
/-- For canonical fermions on distinct sites, `S_i · S_j - n_i n_j / 4 = -(1/2) b† b`
as an operator identity, with no projection onto singly occupied sites. -/
theorem exchange_eq_singletPair {c : L × Fin 2 → A} (hc : CanonicalFermions c) {i j : L}
    (hij : i ≠ j) :
    exchange c i j
      = (-(1 / 2) : ℂ) • (star (singletPair c i j) * singletPair c i j) := by
  rw [exchange, spinDot_eq_flips, star_singletPair_mul hc hij]
  simp only [spinZ, density, smul_mul_assoc, mul_smul_comm,
    mul_add, add_mul, mul_sub, sub_mul]
  module

end Algebra
```

## Energies of state vectors

Operators are now matrices over a finite index type `m`. Bonds are ordered pairs, so listing both $(i,j)$ and $(j,i)$ counts that bond twice.

```lean
section Energy

variable {L m : Type*} [DecidableEq L] [Fintype m] [DecidableEq m]

/-- The t-J exchange Hamiltonian: the sum of `J_ij (S_i · S_j - n_i n_j / 4)` over bonds. -/
def exchangeHamiltonian (c : L × Fin 2 → Matrix m m ℂ) (bonds : Finset (L × L))
    (J : L × L → ℝ) : Matrix m m ℂ :=
  ∑ p ∈ bonds, (J p : ℂ) • exchange c p.1 p.2
```

`exchange_energy` is the formula for $\langle\psi|H_J|\psi\rangle$ as minus a weighted sum of squared norms, obtained bond by bond by moving $b^\dagger$ onto the bra. The vector `ψ` need not be normalised; for a nonzero one, dividing by $\langle\psi|\psi\rangle$ gives the usual expectation value.

```lean
/-- If every bond joins distinct sites, the exchange energy of canonical fermions is minus the
sum over bonds of `J/2` times the squared norm of `b ψ`. -/
theorem exchange_energy {c : L × Fin 2 → Matrix m m ℂ} (hc : CanonicalFermions c)
    {bonds : Finset (L × L)} (hb : ∀ p ∈ bonds, p.1 ≠ p.2) (J : L × L → ℝ) (ψ : m → ℂ) :
    star ψ ⬝ᵥ (exchangeHamiltonian c bonds J *ᵥ ψ)
      = -∑ p ∈ bonds, ((J p / 2 : ℝ) : ℂ) *
          (star (singletPair c p.1 p.2 *ᵥ ψ) ⬝ᵥ (singletPair c p.1 p.2 *ᵥ ψ)) := by
  rw [exchangeHamiltonian, Matrix.sum_mulVec, dotProduct_sum, ← Finset.sum_neg_distrib]
  refine Finset.sum_congr rfl fun p hp => ?_
  -- move b† onto the bra
  rw [exchange_eq_singletPair hc (hb p hp), smul_smul, Matrix.smul_mulVec, dotProduct_smul,
    Matrix.star_eq_conjTranspose, ← Matrix.mulVec_mulVec, Matrix.dotProduct_mulVec,
    ← Matrix.star_mulVec, smul_eq_mul]
  push_cast
  ring
```

In the complex order used here, `≤ 0` says that the value is real and not positive. Each term of the sum is a nonnegative coupling times a squared norm.

```lean
/-- For canonical fermions, bonds between distinct sites and couplings `J ≥ 0`, the t-J exchange
Hamiltonian is negative semidefinite. -/
theorem exchange_nonpos {c : L × Fin 2 → Matrix m m ℂ} (hc : CanonicalFermions c)
    {bonds : Finset (L × L)} (hb : ∀ p ∈ bonds, p.1 ≠ p.2) {J : L × L → ℝ}
    (hJ : ∀ p ∈ bonds, 0 ≤ J p) (ψ : m → ℂ) :
    star ψ ⬝ᵥ (exchangeHamiltonian c bonds J *ᵥ ψ) ≤ 0 := by
  rw [exchange_energy hc hb]
  refine neg_nonpos.mpr (Finset.sum_nonneg fun p hp => ?_)
  exact mul_nonneg (Complex.zero_le_real.mpr (by linarith [hJ p hp]))
    (dotProduct_star_self_nonneg _)
```

With strictly positive couplings, a vanishing sum forces each norm to vanish, hence each vector $b_{ij}\psi$.

```lean
/-- For canonical fermions, bonds between distinct sites and couplings `J > 0`, a state has zero
exchange energy exactly when the singlet pair operator of every bond annihilates it. -/
theorem exchange_energy_eq_zero_iff {c : L × Fin 2 → Matrix m m ℂ}
    (hc : CanonicalFermions c) {bonds : Finset (L × L)} (hb : ∀ p ∈ bonds, p.1 ≠ p.2)
    {J : L × L → ℝ} (hJ : ∀ p ∈ bonds, 0 < J p) (ψ : m → ℂ) :
    star ψ ⬝ᵥ (exchangeHamiltonian c bonds J *ᵥ ψ) = 0
      ↔ ∀ p ∈ bonds, singletPair c p.1 p.2 *ᵥ ψ = 0 := by
  rw [exchange_energy hc hb, neg_eq_zero, Finset.sum_eq_zero_iff_of_nonneg fun p hp =>
    mul_nonneg (Complex.zero_le_real.mpr (by linarith [hJ p hp]))
      (dotProduct_star_self_nonneg _)]
  refine forall₂_congr fun p hp => ?_
  have hne : ((J p / 2 : ℝ) : ℂ) ≠ 0 :=
    Complex.ofReal_ne_zero.mpr (by linarith [hJ p hp])
  rw [mul_eq_zero, or_iff_right hne, dotProduct_star_self_eq_zero]

end Energy
```

## Four modes in sixteen dimensions

An explicit Jordan–Wigner construction shows that matrices obeying the assumed relations exist. Each added mode doubles the occupation basis.

```lean
section Witness

/-- Labels of the occupation basis of `n` modes; each new mode is empty or occupied. -/
def Fock : ℕ → Type
  | 0 => Unit
  | n + 1 => Fock n ⊕ Fock n

/-- The occupation basis is finite. -/
instance fockFintype : (n : ℕ) → Fintype (Fock n)
  | 0 => (inferInstance : Fintype Unit)
  | n + 1 => letI := fockFintype n; (inferInstance : Fintype (Fock n ⊕ Fock n))

/-- Equality of basis labels is decidable. -/
instance fockDecidableEq : (n : ℕ) → DecidableEq (Fock n)
  | 0 => (inferInstance : DecidableEq Unit)
  | n + 1 => letI := fockDecidableEq n; (inferInstance : DecidableEq (Fock n ⊕ Fock n))
```

The new annihilator maps the occupied block to the empty one. The older operators acquire a minus sign where the new mode is occupied.

```lean
/-- Adds a mode in front; the old operators change sign where the new mode is occupied. -/
def addMode {m : Type} [DecidableEq m] {n : ℕ} (c : Fin n → Matrix m m ℂ) :
    Fin (n + 1) → Matrix (m ⊕ m) (m ⊕ m) ℂ :=
  Matrix.vecCons (fromBlocks 0 1 0 0) fun p => fromBlocks (c p) 0 0 (-c p)
```

This sign makes old and new operators anticommute, which the proof checks by block multiplication, case by case.

```lean
/-- Adding a mode preserves the canonical anticommutation relations. -/
theorem addMode_canonical {m : Type} [Fintype m] [DecidableEq m] {n : ℕ}
    {c : Fin n → Matrix m m ℂ} (hc : CanonicalFermions c) :
    CanonicalFermions (addMode c) := by
  have hm := hc.mixed
  simp only [Matrix.star_eq_conjTranspose] at hm
  constructor <;> intro p q
  · cases p using Fin.cases <;> cases q using Fin.cases <;>
      simp [addMode, fromBlocks_multiply, fromBlocks_add, hc.anti]
  · cases p using Fin.cases with
    | zero =>
      cases q using Fin.cases <;>
        simp [addMode, Matrix.star_eq_conjTranspose, fromBlocks_conjTranspose,
          fromBlocks_multiply, fromBlocks_add, (Fin.succ_ne_zero _).symm]
    | succ p =>
      cases q using Fin.cases with
      | zero =>
        simp [addMode, Matrix.star_eq_conjTranspose, fromBlocks_conjTranspose,
          fromBlocks_multiply, fromBlocks_add]
      | succ q =>
        by_cases h : p = q <;>
          simp [addMode, Matrix.star_eq_conjTranspose, fromBlocks_conjTranspose,
            fromBlocks_multiply, fromBlocks_add, hm, h]
```

Induction then covers any number of modes, starting from none.

```lean
/-- The Jordan–Wigner annihilators of `n` modes. -/
def jordanWigner : (n : ℕ) → Fin n → Matrix (Fock n) (Fock n) ℂ
  | 0 => fun p => p.elim0
  | n + 1 => addMode (jordanWigner n)

/-- The Jordan–Wigner matrices satisfy the canonical anticommutation relations. -/
theorem jordanWigner_canonical : ∀ n, CanonicalFermions (jordanWigner n)
  | 0 => ⟨fun p => p.elim0, fun p => p.elim0⟩
  | n + 1 => addMode_canonical (jordanWigner_canonical n)
```

Two sites with two spins each give four modes, relabelled as (site, spin) pairs.

```lean
/-- Jordan–Wigner annihilators for two sites with two spins each. -/
def twoSiteModes (p : Fin 2 × Fin 2) : Matrix (Fock (2 * 2)) (Fock (2 * 2)) ℂ :=
  jordanWigner (2 * 2) (finProdFinEquiv p)

/-- The two-site Jordan–Wigner matrices satisfy the canonical anticommutation relations. -/
theorem twoSiteModes_witness : CanonicalFermions twoSiteModes where
  anti _ _ := (jordanWigner_canonical (2 * 2)).anti _ _
  mixed _ _ := ((jordanWigner_canonical (2 * 2)).mixed _ _).trans
    (if_congr finProdFinEquiv.injective.eq_iff rfl rfl)

end Witness

end

end SingletPairExchange
```

```lean
#print axioms SingletPairExchange.exchange_eq_singletPair
#print axioms SingletPairExchange.exchange_nonpos
#print axioms SingletPairExchange.exchange_energy_eq_zero_iff
```

```
'SingletPairExchange.exchange_eq_singletPair' depends on axioms: [propext, Classical.choice, Quot.sound]
'SingletPairExchange.exchange_nonpos' depends on axioms: [propext, Classical.choice, Quot.sound]
'SingletPairExchange.exchange_energy_eq_zero_iff' depends on axioms: [propext, Classical.choice, Quot.sound]
```
